# N ε is the least diagonal shift that protects all N × N positive semidefinite matrices against symmetric entrywise noise ε

Two identical normalised basis functions have the overlap matrix M with all four entries equal to 1, which has eigenvalue 0 along (1, −1)/√2, and an error E with −ε on the diagonal and +ε off it (ε > 0) moves this eigenvalue to −2ε, although no entry is wrong by more than ε. Repairing it takes 2ε times the identity, and the file below proves that for N ≥ 1 and ε ≥ 0 the shift N ε keeps M + E + N ε I positive semidefinite for every real positive semidefinite N × N matrix M (normalised diagonal or not) and every real symmetric E with entries bounded by ε, and that it is the least shift that does so for this whole class.

In Lean 4 with Mathlib:

```lean
import Mathlib

open Matrix

namespace NoisyIntegralShift

noncomputable section

variable {n : Type*} [Fintype n] [DecidableEq n]

/-- `E` is a symmetric error matrix whose entries are bounded by `ε` in absolute value. -/
def IsNoise (ε : ℝ) (E : Matrix n n ℝ) : Prop :=
  E.IsSymm ∧ ∀ i j, |E i j| ≤ ε

/-- The integral matrix `M` with error `E` and diagonal shift `c`, namely `M + E + c I`. -/
def shifted (M E : Matrix n n ℝ) (c : ℝ) : Matrix n n ℝ :=
  M + E + c • (1 : Matrix n n ℝ)

/-- The shift `c` makes `M + E + c I` positive semidefinite for every positive semidefinite `M`
and every symmetric error with entries bounded by `ε`. -/
def SafeShift (n : Type*) [Fintype n] [DecidableEq n] (ε c : ℝ) : Prop :=
  ∀ M E : Matrix n n ℝ, M.PosSemidef → IsNoise ε E → (shifted M E c).PosSemidef

/-- The sign of a real number, taken as `+1` at zero. -/
def sgn (t : ℝ) : ℝ := if 0 ≤ t then 1 else -1

/-- The error matrix `E_ij = -ε sgn(x_i) sgn(x_j)` adapted to the coefficient vector `x`. -/
def worstNoise (ε : ℝ) (x : n → ℝ) : Matrix n n ℝ :=
  Matrix.of fun i j => -ε * (sgn (x i) * sgn (x j))

/-- The quadratic form of `M + E + c I` is `xᵀMx + xᵀEx + c xᵀx`. -/
theorem shifted_form (M E : Matrix n n ℝ) (c : ℝ) (x : n → ℝ) :
    x ⬝ᵥ shifted M E c *ᵥ x = x ⬝ᵥ M *ᵥ x + x ⬝ᵥ E *ᵥ x + c * (x ⬝ᵥ x) := by
  have h : (c • (1 : Matrix n n ℝ)) *ᵥ x = c • x := by
    ext i
    simp [mulVec, dotProduct, one_apply]
  rw [shifted, add_mulVec, add_mulVec, h, dotProduct_add, dotProduct_add, dotProduct_smul,
    smul_eq_mul]

omit [Fintype n] in
/-- If `M` and `E` are symmetric, so is `M + E + c I`. -/
theorem shifted_isHermitian {M E : Matrix n n ℝ} (hM : M.IsHermitian) (hE : E.IsSymm) (c : ℝ) :
    (shifted M E c).IsHermitian := by
  have hE' : E.IsHermitian := IsHermitian.ext fun i j => by
    rw [star_trivial]
    exact hE.apply i j
  have hI : (c • (1 : Matrix n n ℝ)).IsHermitian := IsHermitian.ext fun i j => by
    by_cases h : i = j
    · subst h
      simp
    · simp [one_apply_ne h, one_apply_ne (Ne.symm h)]
  exact (hM.add hE').add hI

omit [DecidableEq n] in
/-- A symmetric error whose absolute row sums are at most `r` satisfies `xᵀEx ≥ -r xᵀx`. -/
theorem rowSum_form_bound {E : Matrix n n ℝ} {r : ℝ} (hE : E.IsSymm)
    (hr : ∀ i, ∑ j, |E i j| ≤ r) (x : n → ℝ) : -(r * (x ⬝ᵥ x)) ≤ x ⬝ᵥ E *ᵥ x := by
  have hexp : x ⬝ᵥ E *ᵥ x = ∑ i, ∑ j, x i * E i j * x j := by
    simp only [dotProduct, mulVec, Finset.mul_sum, mul_assoc]
  -- termwise: 2 |x_i x_j| ≤ x_i² + x_j²
  have h1 : 0 ≤ ∑ i, ∑ j, (x i * E i j * x j + x i * E i j * x j
      + |E i j| * (x i * x i) + |E i j| * (x j * x j)) := by
    refine Finset.sum_nonneg fun i _ => Finset.sum_nonneg fun j _ => ?_
    rcases abs_cases (E i j) with ⟨h, h'⟩ | ⟨h, h'⟩
    · rw [h]
      nlinarith [mul_nonneg h' (sq_nonneg (x i + x j))]
    · rw [h]
      nlinarith [mul_nonneg (neg_nonneg.2 h'.le) (sq_nonneg (x i - x j))]
  -- symmetry turns column sums into row sums
  have h2 : ∑ i, ∑ j, |E i j| * (x j * x j) = ∑ i, ∑ j, |E i j| * (x i * x i) := by
    rw [Finset.sum_comm]
    refine Finset.sum_congr rfl fun i _ => Finset.sum_congr rfl fun j _ => ?_
    rw [hE.apply i j]
  have h3 : ∑ i, ∑ j, |E i j| * (x i * x i) ≤ r * (x ⬝ᵥ x) := by
    simp only [dotProduct, Finset.mul_sum]
    refine Finset.sum_le_sum fun i _ => ?_
    rw [← Finset.sum_mul]
    exact mul_le_mul_of_nonneg_right (hr i) (mul_self_nonneg _)
  simp only [Finset.sum_add_distrib] at h1
  linarith

/-- If `M` is positive semidefinite and the symmetric error `E` has absolute row sums at most `r`,
then `M + E + r I` is positive semidefinite. -/
theorem shifted_posSemidef_of_rowSum {M E : Matrix n n ℝ} {r : ℝ} (hM : M.PosSemidef)
    (hE : E.IsSymm) (hr : ∀ i, ∑ j, |E i j| ≤ r) : (shifted M E r).PosSemidef := by
  refine posSemidef_iff_dotProduct_mulVec.2 ⟨shifted_isHermitian hM.1 hE r, ?_⟩
  intro x
  have h1 := hM.dotProduct_mulVec_nonneg x
  rw [star_trivial] at h1
  rw [star_trivial, shifted_form]
  linarith [rowSum_form_bound hE hr x]

/-- The shift `n ε` is safe: `M + E + n ε I` is positive semidefinite for positive semidefinite
`M` and symmetric `E` with entries bounded by `ε`. -/
theorem safeShift_card_mul (ε : ℝ) : SafeShift n ε (Fintype.card n * ε) := by
  intro M E hM hE
  refine shifted_posSemidef_of_rowSum hM hE.1 fun i => ?_
  calc ∑ j, |E i j| ≤ ∑ _j : n, ε := Finset.sum_le_sum fun j _ => hE.2 i j
    _ = Fintype.card n * ε := by simp

/-- For positive semidefinite `M` and symmetric `E` with entries bounded by `ε`, any shift `c`
larger than `card n * ε` makes `M + E + c I` positive definite. -/
theorem shifted_posDef {M E : Matrix n n ℝ} {ε c : ℝ} (hM : M.PosSemidef) (hE : IsNoise ε E)
    (hc : Fintype.card n * ε < c) : (shifted M E c).PosDef := by
  refine posDef_iff_dotProduct_mulVec.2 ⟨shifted_isHermitian hM.1 hE.1 c, ?_⟩
  intro x hx
  have h1 := (safeShift_card_mul ε M E hM hE).dotProduct_mulVec_nonneg x
  rw [star_trivial, shifted_form] at h1
  have h0 : 0 ≤ x ⬝ᵥ x := Finset.sum_nonneg fun i _ => mul_self_nonneg (x i)
  have hne : x ⬝ᵥ x ≠ 0 := fun h =>
    hx (dotProduct_star_self_eq_zero.1 (by rw [star_trivial]; exact h))
  have h2 := mul_lt_mul_of_pos_right hc (lt_of_le_of_ne h0 (Ne.symm hne))
  rw [star_trivial, shifted_form]
  linarith

omit [DecidableEq n] in
/-- A symmetric error with entries bounded by `ε` satisfies `|xᵀEx| ≤ ε (∑ |x_i|)²`. -/
theorem noise_form_bound {E : Matrix n n ℝ} {ε : ℝ} (hE : IsNoise ε E) (x : n → ℝ) :
    |x ⬝ᵥ E *ᵥ x| ≤ ε * (∑ i, |x i|) ^ 2 := by
  have hexp : x ⬝ᵥ E *ᵥ x = ∑ i, ∑ j, x i * E i j * x j := by
    simp only [dotProduct, mulVec, Finset.mul_sum, mul_assoc]
  rw [hexp]
  calc |∑ i, ∑ j, x i * E i j * x j| ≤ ∑ i, |∑ j, x i * E i j * x j| :=
        Finset.abs_sum_le_sum_abs _ _
    _ ≤ ∑ i, ∑ j, |x i * E i j * x j| :=
        Finset.sum_le_sum fun i _ => Finset.abs_sum_le_sum_abs _ _
    _ ≤ ∑ i, ∑ j, ε * (|x i| * |x j|) := by
        refine Finset.sum_le_sum fun i _ => Finset.sum_le_sum fun j _ => ?_
        rw [abs_mul, abs_mul]
        nlinarith [mul_le_mul_of_nonneg_right (hE.2 i j)
          (mul_nonneg (abs_nonneg (x i)) (abs_nonneg (x j)))]
    _ = ε * (∑ i, |x i|) ^ 2 := by
        rw [sq, Finset.sum_mul_sum]
        simp_rw [Finset.mul_sum]

omit [DecidableEq n] in
/-- For `ε ≥ 0` the matrix `-ε sgn(x_i) sgn(x_j)` is a symmetric error bounded by `ε`, and its
quadratic form at `x` equals `-ε (∑ |x_i|)²`. -/
theorem worstNoise_witness {ε : ℝ} (hε : 0 ≤ ε) (x : n → ℝ) :
    IsNoise ε (worstNoise ε x) ∧ x ⬝ᵥ worstNoise ε x *ᵥ x = -ε * (∑ i, |x i|) ^ 2 := by
  have hs : ∀ t : ℝ, |sgn t| = 1 := fun t => by
    unfold sgn
    split_ifs <;> simp
  have hm : ∀ t : ℝ, |t| = t * sgn t := fun t => by
    unfold sgn
    split_ifs with h
    · rw [abs_of_nonneg h, mul_one]
    · rw [abs_of_neg (not_le.1 h), mul_neg_one]
  refine ⟨⟨IsSymm.ext fun i j => ?_, fun i j => ?_⟩, ?_⟩
  · simp only [worstNoise, of_apply]
    ring
  · simp only [worstNoise, of_apply]
    rw [abs_mul, abs_mul, hs, hs, abs_neg, abs_of_nonneg hε]
    linarith
  · rw [sq, Finset.sum_mul_sum]
    simp only [dotProduct, mulVec, Finset.mul_sum, worstNoise, of_apply]
    refine Finset.sum_congr rfl fun i _ => Finset.sum_congr rfl fun j _ => ?_
    rw [hm (x i), hm (x j)]
    ring

/-- For a fixed symmetric `M` and `ε ≥ 0`, `M + E + c I` is positive semidefinite for every
symmetric error bounded by `ε` exactly when `ε (∑ |x_i|)² ≤ xᵀMx + c xᵀx` for all `x`. -/
theorem robust_iff {M : Matrix n n ℝ} {ε : ℝ} (hM : M.IsHermitian) (hε : 0 ≤ ε) (c : ℝ) :
    (∀ E, IsNoise ε E → (shifted M E c).PosSemidef) ↔
      ∀ x : n → ℝ, ε * (∑ i, |x i|) ^ 2 ≤ x ⬝ᵥ M *ᵥ x + c * (x ⬝ᵥ x) := by
  constructor
  · intro h x
    -- test with the error adapted to x
    obtain ⟨h1, h2⟩ := worstNoise_witness hε x
    have h3 := (h _ h1).dotProduct_mulVec_nonneg x
    rw [star_trivial, shifted_form, h2] at h3
    linarith
  · intro h E hE
    refine posSemidef_iff_dotProduct_mulVec.2 ⟨shifted_isHermitian hM hE.1 c, ?_⟩
    intro x
    rw [star_trivial, shifted_form]
    linarith [h x, (abs_le.1 (noise_form_bound hE x)).1]

/-- For a nonempty basis of size `n` and `ε ≥ 0`, `n ε` is the least shift `c` such that
`M + E + c I` is positive semidefinite for all positive semidefinite `M` and all symmetric
errors `E` bounded entrywise by `ε`. -/
theorem isLeast_safeShift [Nonempty n] {ε : ℝ} (hε : 0 ≤ ε) :
    IsLeast {c : ℝ | SafeShift n ε c} (Fintype.card n * ε) := by
  refine ⟨safeShift_card_mul ε, ?_⟩
  intro c hc
  have hc' : SafeShift n ε c := hc
  -- take M = 0 and the all-ones vector
  have h := (robust_iff (M := (0 : Matrix n n ℝ)) isHermitian_zero hε c).1
    (fun E hE => hc' 0 E PosSemidef.zero hE) (fun _ => 1)
  have h2 : ε * (Fintype.card n : ℝ) ^ 2 ≤ c * Fintype.card n := by
    simpa [dotProduct] using h
  have hpos : (0 : ℝ) < Fintype.card n := by exact_mod_cast Fintype.card_pos
  exact le_of_mul_le_mul_right (by nlinarith) hpos

end

end NoisyIntegralShift
```

```lean
#print axioms NoisyIntegralShift.shifted_posDef
#print axioms NoisyIntegralShift.isLeast_safeShift
```

```
'NoisyIntegralShift.shifted_posDef' depends on axioms: [propext, Classical.choice, Quot.sound]
'NoisyIntegralShift.isLeast_safeShift' depends on axioms: [propext, Classical.choice, Quot.sound]
```

## Integral matrices, noise and shift

The type `n` labels the basis functions, and N is `Fintype.card n`; the docstrings of `safeShift_card_mul` and `isLeast_safeShift` write n for this number too. A vector x of real expansion coefficients has type `n → ℝ`, and `x ⬝ᵥ M *ᵥ x` is xᵀMx. M is the exact integral matrix. For real functions φ_i the overlap matrix M_ij = ∫ φ_i φ_j has xᵀMx = ∫ (Σ_i x_i φ_i)² ≥ 0, and it is symmetric; these two properties, together `M.PosSemidef`, are all that is assumed of M. For real matrices `IsHermitian` means symmetric.

`IsNoise ε E` says that E is symmetric with |E_ij| ≤ ε. The constant ε stands for a guaranteed bound on the absolute error of each computed integral, and it is postulated, not derived. A tolerance set in a code is such a bound only if it controls the total error of every integral. Symmetry holds when each integral is computed once and stored in both places. `shifted M E c` is M + E + c I, with c real and I the identity, and `SafeShift n ε c` says that this matrix is positive semidefinite for every admissible M and E.

`isLeast_safeShift` states that, for a nonempty basis and ε ≥ 0, N ε belongs to the set of safe shifts and is a lower bound of it. `shifted_posDef` adds that any c > N ε gives a positive definite matrix. In electronic-structure codes an overlap or Coulomb-metric matrix is often Cholesky-factorised or inverted, and c > N ε makes this well defined for a finite real matrix in exact arithmetic, against worst-case rather than statistical errors. How much the shift biases computed energies is not addressed.

## Why N ε suffices

`shifted_form` expands the quadratic form,

xᵀ(M + E + c I)x = xᵀMx + xᵀEx + c xᵀx,

and `shifted_isHermitian` supplies the symmetry that semidefiniteness requires. Suppose the absolute row sums obey Σ_j |E_ij| ≤ r. For each pair i, j,

2 x_i E_ij x_j + |E_ij| (x_i² + x_j²) ≥ 0,

because the left side is E_ij (x_i + x_j)² when E_ij ≥ 0 and |E_ij| (x_i − x_j)² otherwise. These are the two `nlinarith` branches of `h1` in `rowSum_form_bound`. Summing over i and j, symmetry turns the x_j² terms into a second copy of the x_i² terms (`h2`), so with the row bound (`h3`)

xᵀEx ≥ −Σ_i (Σ_j |E_ij|) x_i² ≥ −r xᵀx.

Adding xᵀMx ≥ 0 and r xᵀx gives `shifted_posSemidef_of_rowSum`. A row has N entries of size at most ε, so r = N ε is allowed, which is `safeShift_card_mul`. For c > N ε and x ≠ 0 the form gains (c − N ε) xᵀx > 0, which is `shifted_posDef`.

## The worst error for a given vector

The triangle inequality gives `noise_form_bound`:

|xᵀEx| ≤ Σ_ij |x_i| |E_ij| |x_j| ≤ ε (Σ_i |x_i|)².

For ε ≥ 0 the lower end is reached by `worstNoise ε x`, with entries E_ij = −ε sgn(x_i) sgn(x_j). Here `sgn` is +1 at zero, so |sgn t| = 1 and t sgn t = |t| for all real t (`hs`, `hm`). All entries then have modulus ε, and

xᵀEx = −ε (Σ_i x_i sgn x_i)² = −ε (Σ_i |x_i|)²,

which is `worstNoise_witness`. Together these give `robust_iff`: for a fixed symmetric M, not necessarily semidefinite, and ε ≥ 0, the shift c works for all noise exactly when

ε (Σ_i |x_i|)² ≤ xᵀMx + c xᵀx for all x.

The forward direction inserts the adapted error into the expanded form; the backward direction uses the lower half of the bound.

## Sharpness and its limits

A safe c must work for M = 0. With x = (1, …, 1) the criterion reads ε N² ≤ c N (`h2` in `isLeast_safeShift`), and dividing by N > 0 gives c ≥ N ε. For the normalised vector x/√N the adapted error, all of whose entries are −ε, has expectation value −N ε.

The theorem includes N = 1, where the 1 × 1 matrix −ε needs the shift ε, and ε = 0, where the least safe shift is 0. The opening example and the observations that follow are read off the definitions and are not theorems of the file. For the empty basis every c is safe, and for ε < 0 a nonempty basis admits no noise matrix at all, so in both cases no least shift exists. Minimality refers to the whole class of matrices: for M = μ I with μ > 0 the criterion depends only on c + μ, so c = N ε − μ is already enough. The witness M = 0 used in the proof is not an overlap matrix of normalised functions. If only matrices with unit diagonal are allowed, then for N = 1 the sole case is M = (1), that is μ = 1, and c = ε − 1 suffices; for N ≥ 2 the matrix with 1 on the diagonal and −1/(N − 1) off it is positive semidefinite and annihilates (1, …, 1), so the same test vector again forces c ≥ N ε.
